# Inverse of the Christoffel matrix of a stable isotropic two-dimensional crystal at nonzero wavevector

For an isotropic two-dimensional crystal with Lamé coefficients μ and λ, the Christoffel matrix at wavevector q is μ|q|² I + (μ + λ) q qᵀ. The declaration `christoffel_inv` says that if μ > 0, 2μ + λ > 0 and q ≠ 0, this matrix times its inverse is the identity, and the inverse is I/(μ|q|²) − (μ + λ) q qᵀ / (μ(2μ + λ)|q|⁴). The attempt multiplies the Christoffel matrix by a general combination α I − β q qᵀ, using (q qᵀ)² = |q|² q qᵀ. It then puts in the proposed α and β and checks that the coefficient of I is 1 (`e1`) and that of q qᵀ is 0 (`e2`).

The failing Lean file:

```lean
import Mathlib

open Matrix MeasureTheory Filter

namespace DebyeWallerTwoDim

noncomputable section

/-- Christoffel matrix `μ q² I + (μ + lam) q qᵀ` of an isotropic two-dimensional crystal with
Lamé coefficients `μ` and `lam`. -/
def christoffel (μ lam : ℝ) (q : Fin 2 → ℝ) : Matrix (Fin 2) (Fin 2) ℝ :=
  (μ * (q ⬝ᵥ q)) • (1 : Matrix (Fin 2) (Fin 2) ℝ) + (μ + lam) • vecMulVec q q

/-- A nonzero wavevector has positive squared length. -/
theorem dot_self_pos {q : Fin 2 → ℝ} (hq : q ≠ 0) : 0 < q ⬝ᵥ q := by
  have hne : q ⬝ᵥ q ≠ 0 := fun h => hq (dotProduct_self_eq_zero.mp h)
  have h0 : 0 ≤ q ⬝ᵥ q := by
    simp only [dotProduct, Fin.sum_univ_two]
    nlinarith [mul_self_nonneg (q 0), mul_self_nonneg (q 1)]
  exact lt_of_le_of_ne h0 hne.symm

/-- In a stable crystal the Christoffel matrix is invertible at every nonzero wavevector, with an
explicit inverse. -/
theorem christoffel_inv {μ lam : ℝ} (hμ : 0 < μ) (hl : 0 < 2 * μ + lam)
    {q : Fin 2 → ℝ} (hq : q ≠ 0) :
    christoffel μ lam q * (christoffel μ lam q)⁻¹ = 1 ∧
    (christoffel μ lam q)⁻¹ = (1 / (μ * (q ⬝ᵥ q))) • (1 : Matrix (Fin 2) (Fin 2) ℝ) -
      ((μ + lam) / (μ * (2 * μ + lam) * (q ⬝ᵥ q) ^ 2)) • vecMulVec q q := by
  have hs := (dot_self_pos hq).ne'
  have hμ' := hμ.ne'
  have hl' := hl.ne'
  have hP : vecMulVec q q * vecMulVec q q = (q ⬝ᵥ q) • vecMulVec q q := by
    ext i j
    simp only [Matrix.mul_apply, vecMulVec_apply, Matrix.smul_apply, smul_eq_mul, dotProduct,
      Fin.sum_univ_two]
    ring
  have key : ∀ α β : ℝ, christoffel μ lam q *
      (α • (1 : Matrix (Fin 2) (Fin 2) ℝ) - β • vecMulVec q q) =
      (μ * (q ⬝ᵥ q) * α) • (1 : Matrix (Fin 2) (Fin 2) ℝ) +
      ((μ + lam) * α - (2 * μ + lam) * (q ⬝ᵥ q) * β) • vecMulVec q q := by
    intro α β
    simp only [christoffel, add_mul, mul_sub, smul_mul_assoc, mul_smul_comm, one_mul, mul_one, hP]
    module
  have hone : christoffel μ lam q * ((1 / (μ * (q ⬝ᵥ q))) • (1 : Matrix (Fin 2) (Fin 2) ℝ) -
      ((μ + lam) / (μ * (2 * μ + lam) * (q ⬝ᵥ q) ^ 2)) • vecMulVec q q) = 1 := by
    rw [key]
    have e1 : μ * (q ⬝ᵥ q) * (1 / (μ * (q ⬝ᵥ q))) = 1 := mul_one_div_cancel (mul_ne_zero hμ' hs)
    have e2 : (μ + lam) * (1 / (μ * (q ⬝ᵥ q))) - (2 * μ + lam) * (q ⬝ᵥ q) *
        ((μ + lam) / (μ * (2 * μ + lam) * (q ⬝ᵥ q) ^ 2)) = 0 := by
      rw [sub_eq_zero]
      field_simp
    rw [e1, e2, one_smul, zero_smul, add_zero]
  have hinv := Matrix.inv_eq_right_inv hone
  exact ⟨by rw [hinv]; exact hone, hinv⟩

end

end DebyeWallerTwoDim
```

Compiling this gives:

```
Main.lean:49:64: error: unsolved goals
μ lam : ℝ
hμ : 0 < μ
hl : 0 < 2 * μ + lam
q : Fin 2 → ℝ
hq : q ≠ 0
hs : q ⬝ᵥ q ≠ 0
hμ' : μ ≠ 0
hl' : 2 * μ + lam ≠ 0
hP : vecMulVec q q * vecMulVec q q = (q ⬝ᵥ q) • vecMulVec q q
key :
  ∀ (α β : ℝ),
    christoffel μ lam q * (α • 1 - β • vecMulVec q q) =
      (μ * q ⬝ᵥ q * α) • 1 + ((μ + lam) * α - (2 * μ + lam) * q ⬝ᵥ q * β) • vecMulVec q q
e1 : μ * q ⬝ᵥ q * (1 / (μ * q ⬝ᵥ q)) = 1
⊢ μ + lam = (μ + lam) * (μ * 2 + lam) / (μ * 2 + lam)
```

Cause. The one error is in the proof of `e2`: `field_simp` runs but leaves a goal unproved. What remains is true, and needs only the cancellation of `μ * 2 + lam` against itself, which is allowed when that sum is nonzero. The context does say so, but in another form: `hl'` is about `2 * μ + lam`. `field_simp` had rewritten the sum with its product in the other order, and did not recognise `hl'` as the fact it needed, so the fraction stayed.

The repair proves the identity first as `aux`, with a variable `D` in place of `2 * μ + lam` and `s` in place of `q ⬝ᵥ q`, both assumed nonzero. `D` has no inner structure to reorder, so `hD` fits as it stands and `field_simp` closes the goal. Applying `aux` to `hl'` and `hs` then gives the equality for the original expressions, and `sub_eq_zero.mpr` turns it into the statement that the difference is zero. This last step does the work of the old `rw [sub_eq_zero]`, which was not at fault.

The change, after which it compiles:

```diff
@@ -48,6 +48,9 @@
     have e2 : (μ + lam) * (1 / (μ * (q ⬝ᵥ q))) - (2 * μ + lam) * (q ⬝ᵥ q) *
         ((μ + lam) / (μ * (2 * μ + lam) * (q ⬝ᵥ q) ^ 2)) = 0 := by
-      rw [sub_eq_zero]
-      field_simp
+      have aux : ∀ D s : ℝ, D ≠ 0 → s ≠ 0 →
+          (μ + lam) * (1 / (μ * s)) = D * s * ((μ + lam) / (μ * D * s ^ 2)) := by
+        intro D s hD hs0
+        field_simp
+      exact sub_eq_zero.mpr (aux _ _ hl' hs)
     rw [e1, e2, one_smul, zero_smul, add_zero]
   have hinv := Matrix.inv_eq_right_inv hone
```
